# A Stationary Phase-Space Density for Isokinetic Dynamics with Unit Masses

Take one particle of unit mass in the plane, with position $(q_0,q_1)$, momentum $p=\sqrt K(\cos\theta,\sin\theta)$, $K>0$, and potential $V=-aq_0$ for a constant $a\neq0$. An isokinetic thermostat removes the force component along $p$. What remains only turns the momentum:

$$\dot\theta=-\frac{a}{\sqrt K}\sin\theta .$$

This flow has divergence $\partial\dot\theta/\partial\theta=-(a/\sqrt K)\cos\theta$, so it does not preserve phase-space volume. The density $r=e^{aq_0/K}$ compensates: along the motion, $d(\ln r)/dt=ap_0/K=(a/\sqrt K)\cos\theta$.

## Compression balanced by the potential

For $n$ Cartesian components, indexed from $0$ to $n-1$, let $F=-\nabla V$ and $K=p\cdot p\ne0$. The isokinetic field is

$$f=(p,w),\qquad w=F-\frac{F\cdot p}{K}\,p .$$

The claim is that, wherever $V$ is differentiable and $p\neq0$,

$$\operatorname{div}(rf)=0,\qquad r=e^{-(n-1)V/K}.$$

The gradient of $K$ with respect to $p$ is $2p$. For a friction coefficient $\alpha$, $2p\cdot(F-\alpha p)=2(F\cdot p-\alpha K)$, which vanishes exactly when $\alpha=F\cdot p/K$. Hence $p\cdot w=0$, and along a trajectory $\dot K=2p\cdot w=0$.

The position part of $f$ has no divergence, since $\partial p_i/\partial q_i=0$. For the momentum part,

$$\frac{\partial w_i}{\partial p_i}=-\frac{F_ip_i}{K}+\frac{2(F\cdot p)p_i^2}{K^2}-\frac{F\cdot p}{K}.$$

Summing over $i$ gives

$$\operatorname{div}f=(-1+2-n)\frac{F\cdot p}{K}=-(n-1)\frac{F\cdot p}{K}.$$

Now let $\rho=\Phi(K)\,r$, with $\Phi$ differentiable at $K$. At fixed $q$, $\rho=g(K)$ with $g(k)=\Phi(k)e^{-(n-1)V(q)/k}$, so

$$\nabla_q\rho=\rho\,\frac{n-1}{K}F,\qquad \nabla_p\rho=2g'(K)\,p .$$

The product rule then yields

$$\operatorname{div}(\rho f)=-\rho(n-1)\frac{F\cdot p}{K}+\rho(n-1)\frac{F\cdot p}{K}+2g'(K)\,p\cdot w=0 .$$

Choosing $\Phi=1$ gives the claim. For $n=1$ the thermostatted force vanishes and $r=1$.

Differentiability of $V$ matters. Take $n=2$, $V(q)=|q_0|$, $q=0$ and $p=(1,0)$. The first position component of $rf$ is $e^{-|q_0|}$, which has no derivative at $q_0=0$, so the divergence does not exist there.

## Fields and divergence in Lean

```lean
import Mathlib

open Matrix Function

namespace IsokineticThermostat

noncomputable section
```

Positions and momenta are real $n$-tuples; for $N$ atoms in space, $n=3N$.

```lean
/-- Positions or momenta with `n` Cartesian components. -/
abbrev Vec (n : ℕ) := Fin n → ℝ
```

The force is minus the Fréchet derivative of $V$ applied to each coordinate vector.

```lean
variable {n : ℕ}

/-- The conservative force `F = -grad V`, for a potential differentiable at `q`. -/
def force (V : Vec n → ℝ) (q : Vec n) : Vec n :=
  fun i => -fderiv ℝ V q (Pi.single i 1)

/-- The isokinetic force `F - (F·p / p·p) p`, for nonzero momentum `p`. -/
def isokineticForce (V : Vec n → ℝ) (q p : Vec n) : Vec n :=
  force V q - ((force V q ⬝ᵥ p) / (p ⬝ᵥ p)) • p
```

The density below has no finite integral over all momenta, because at fixed position it tends to $1$ as $p\cdot p$ grows. A weight $\Phi(p\cdot p)$ that vanishes outside a narrow range restricts it to momenta near one shell.

```lean
/-- The phase-space density `exp(-(n-1) V / p·p)`, for nonzero momentum `p`. -/
def isokineticDensity (V : Vec n → ℝ) (q p : Vec n) : ℝ :=
  Real.exp (-(((n : ℝ) - 1) * V q / (p ⬝ᵥ p)))
```

Divergence is a relation at one phase point: `update q i s` changes coordinate $i$ alone, and all $2n$ diagonal partial derivatives must exist and sum to `d`. The force need not be differentiable in $q$.

```lean
/-- The phase-space field with position part `u` and momentum part `w` has divergence `d`
at `(q, p)`: the partial derivatives `∂u_i/∂q_i` and `∂w_i/∂p_i` exist and sum to `d`. -/
def HasDivergenceAt (u w : Vec n → Vec n → Vec n) (q p : Vec n) (d : ℝ) : Prop :=
  ∃ a b : Vec n,
    (∀ i, HasDerivAt (fun s => u (update q i s) p i) (a i) (q i)) ∧
    (∀ i, HasDerivAt (fun s => w q (update p i s) i) (b i) (p i)) ∧
    ∑ i, (a i + b i) = d
```

## Orthogonality and conserved kinetic energy

Changing one coordinate adds a multiple of a unit vector. Thus $F\cdot p$ is affine in $p_i$ with slope $F_i$, and $p\cdot p$ is quadratic with slope $2p_i$.

```lean
private lemma update_eq (p : Vec n) (i : Fin n) (s : ℝ) :
    update p i s = p + Pi.single i (s - p i) := by
  ext j
  by_cases h : j = i
  · subst h
    simp
  · simp [h]

private lemma hasDerivAt_dot (F p : Vec n) (i : Fin n) :
    HasDerivAt (fun s => F ⬝ᵥ update p i s) (F i) (p i) := by
  have e : (fun s => F ⬝ᵥ update p i s) = fun s => F ⬝ᵥ p + F i * (s - p i) := by
    funext s
    rw [update_eq, dotProduct_add, dotProduct_single]
  rw [e]
  exact ((((hasDerivAt_id' (p i)).sub_const (p i)).const_mul (F i)).const_add
    (F ⬝ᵥ p)).congr_deriv (mul_one _)

/-- The momentum gradient of `p·p` has components `2 p_i`. -/
theorem hasDerivAt_normSq (p : Vec n) (i : Fin n) :
    HasDerivAt (fun s => update p i s ⬝ᵥ update p i s) (2 * p i) (p i) := by
  have e : (fun s => update p i s ⬝ᵥ update p i s) =
      fun s => (p ⬝ᵥ p + 2 * p i * (s - p i)) + (s - p i) * (s - p i) := by
    funext s
    simp only [update_eq, add_dotProduct, dotProduct_add, dotProduct_single,
      single_dotProduct, Pi.add_apply, Pi.single_eq_same]
    ring
  rw [e]
  have d := (hasDerivAt_id' (p i)).sub_const (p i)
  refine (((d.const_mul (2 * p i)).const_add (p ⬝ᵥ p)).fun_add (d.fun_mul d)).congr_deriv ?_
  ring
```

The next theorem determines the friction coefficient, and its corollary gives orthogonality.

```lean
/-- For nonzero momentum, the force `F - α p` is orthogonal to the gradient `2p` of `p·p`
exactly when `α = F·p / p·p`. -/
theorem multiplier_iff (F : Vec n) {p : Vec n} (hp : p ≠ 0) (α : ℝ) :
    ((2 : ℝ) • p) ⬝ᵥ (F - α • p) = 0 ↔ α = (F ⬝ᵥ p) / (p ⬝ᵥ p) := by
  have hK : p ⬝ᵥ p ≠ 0 := mt dotProduct_self_eq_zero.mp hp
  rw [eq_div_iff hK, smul_dotProduct, dotProduct_sub, dotProduct_smul,
    dotProduct_comm p F, smul_eq_mul, smul_eq_mul]
  constructor <;> intro h <;> linarith

/-- The isokinetic force is orthogonal to the momentum gradient `2p` of `p·p`. -/
theorem isokinetic_orthogonal (V : Vec n → ℝ) (q p : Vec n) :
    ((2 : ℝ) • p) ⬝ᵥ isokineticForce V q p = 0 := by
  rcases eq_or_ne p 0 with rfl | hp
  · simp
  · exact (multiplier_iff (force V q) hp _).mpr rfl
```

For a trajectory, `hp` assumes the momentum equation at all real times; existence of a solution is not proved. The product rule and orthogonality give $p\cdot p$ zero derivative, so it is constant, and a nonzero initial momentum never vanishes.

```lean
/-- Along a solution of the isokinetic momentum equation that starts with nonzero momentum,
`p·p` keeps its initial value and the momentum never vanishes. -/
theorem normSq_conserved (V : Vec n → ℝ) (q p : ℝ → Vec n)
    (hp : ∀ t, HasDerivAt p (isokineticForce V (q t) (p t)) t) (h0 : p 0 ≠ 0) (t : ℝ) :
    p t ⬝ᵥ p t = p 0 ⬝ᵥ p 0 ∧ p t ≠ 0 := by
  have hd : ∀ t, HasDerivAt (fun s => p s ⬝ᵥ p s) 0 t := by
    intro t
    have h := HasDerivAt.fun_sum (u := Finset.univ) (fun i _ =>
      (hasDerivAt_pi.mp (hp t) i).fun_mul (hasDerivAt_pi.mp (hp t) i))
    refine h.congr_deriv (Eq.trans ?_ (isokinetic_orthogonal V (q t) (p t)))
    simp only [dotProduct, Pi.smul_apply, smul_eq_mul]
    exact Finset.sum_congr rfl fun i _ => by ring
  have hc : p t ⬝ᵥ p t = p 0 ⬝ᵥ p 0 :=
    is_const_of_deriv_eq_zero (fun s => (hd s).differentiableAt) (fun s => (hd s).deriv) t 0
  refine ⟨hc, fun h => h0 ?_⟩
  rw [h, zero_dotProduct] at hc
  exact dotProduct_self_eq_zero.mp hc.symm
```

## The stationary Liouville equation

The proof supplies the partial derivatives computed above, checks them by the quotient and product rules, and sums them.

```lean
/-- The isokinetic field has phase-space divergence `-(n-1) F·p / p·p` at nonzero momentum. -/
theorem isokinetic_divergence (V : Vec n → ℝ) (q : Vec n) {p : Vec n} (hp : p ≠ 0) :
    HasDivergenceAt (fun _ p => p) (isokineticForce V) q p
      (-(((n : ℝ) - 1) * (force V q ⬝ᵥ p) / (p ⬝ᵥ p))) := by
  have hK : p ⬝ᵥ p ≠ 0 := mt dotProduct_self_eq_zero.mp hp
  refine ⟨fun _ => 0, fun i => -(1 / (p ⬝ᵥ p)) * (force V q i * p i)
    + 2 * (force V q ⬝ᵥ p) / (p ⬝ᵥ p) ^ 2 * (p i * p i) - (force V q ⬝ᵥ p) / (p ⬝ᵥ p),
    fun i => hasDerivAt_const (q i) (p i), fun i => ?_, ?_⟩
  · have e : (fun s => isokineticForce V q (update p i s) i) = fun s => force V q i -
        (force V q ⬝ᵥ update p i s) / (update p i s ⬝ᵥ update p i s) * s := by
      funext s
      simp [isokineticForce]
    rw [e]
    have h := ((hasDerivAt_dot (force V q) p i).fun_div (hasDerivAt_normSq p i)
      (by simpa only [update_eq_self] using hK)).fun_mul (hasDerivAt_id' (p i))
    refine (h.const_sub (force V q i)).congr_deriv ?_
    simp only [update_eq_self]
    field_simp
    ring
  · -- the sums over components are again scalar products
    have hD : ∑ i, force V q i * p i = force V q ⬝ᵥ p := rfl
    have hS : ∑ i, p i * p i = p ⬝ᵥ p := rfl
    have hc : 2 * (force V q ⬝ᵥ p) / (p ⬝ᵥ p) ^ 2 * (p ⬝ᵥ p)
        = 2 * (force V q ⬝ᵥ p) / (p ⬝ᵥ p) := by field_simp
    simp only [zero_add]
    rw [Finset.sum_sub_distrib, Finset.sum_add_distrib, ← Finset.mul_sum,
      ← Finset.mul_sum, hD, hS]
    simp only [Finset.sum_const, Finset.card_univ, Fintype.card_fin, nsmul_eq_mul]
    linear_combination hc
```

In the product rule, `α` and `β` are the position and momentum gradients of the density.

```lean
/-- Product rule `div(r f) = r div f + grad r · f` for a density `r` whose position and
momentum gradients are `α` and `β`. -/
theorem HasDivergenceAt.mul_density {u w : Vec n → Vec n → Vec n} {q p : Vec n} {d : ℝ}
    (h : HasDivergenceAt u w q p d) {r : Vec n → Vec n → ℝ} {α β : Vec n}
    (hα : ∀ i, HasDerivAt (fun s => r (update q i s) p) (α i) (q i))
    (hβ : ∀ i, HasDerivAt (fun s => r q (update p i s)) (β i) (p i)) :
    HasDivergenceAt (fun q p => r q p • u q p) (fun q p => r q p • w q p) q p
      (r q p * d + α ⬝ᵥ u q p + β ⬝ᵥ w q p) := by
  obtain ⟨a, b, ha, hb, hs⟩ := h
  refine ⟨fun i => α i * u q p i + r q p * a i, fun i => β i * w q p i + r q p * b i,
    fun i => ?_, fun i => ?_, ?_⟩
  · have h := (hα i).fun_mul (ha i)
    simp only [update_eq_self] at h
    exact h
  · have h := (hβ i).fun_mul (hb i)
    simp only [update_eq_self] at h
    exact h
  · rw [← hs]
    simp only [dotProduct, Finset.mul_sum, ← Finset.sum_add_distrib]
    exact Finset.sum_congr rfl fun i _ => by ring
```

In the main proof, `key` combines the last two theorems with the gradients of $\rho$. Rewriting with `isokinetic_orthogonal` removes the momentum term, and `ring` cancels the other two.

```lean
/-- For every differentiable weight `Φ` of `p·p`, the density `Φ(p·p) exp(-(n-1) V / p·p)` satisfies
the stationary Liouville equation `div(r f) = 0` for the isokinetic field at every nonzero momentum
and every position where `V` is differentiable. -/
theorem weighted_density_stationary {V : Vec n → ℝ} {q p : Vec n}
    (hV : DifferentiableAt ℝ V q) (hp : p ≠ 0) {Φ : ℝ → ℝ}
    (hΦ : DifferentiableAt ℝ Φ (p ⬝ᵥ p)) :
    HasDivergenceAt (fun q p => (Φ (p ⬝ᵥ p) * isokineticDensity V q p) • p)
      (fun q p => (Φ (p ⬝ᵥ p) * isokineticDensity V q p) • isokineticForce V q p) q p 0 := by
  have hK : p ⬝ᵥ p ≠ 0 := mt dotProduct_self_eq_zero.mp hp
  -- at fixed position the density depends on the momentum through `p·p` only
  let g : ℝ → ℝ := fun k => Φ k * Real.exp (-(((n : ℝ) - 1) * V q / k))
  have hg : DifferentiableAt ℝ g (p ⬝ᵥ p) :=
    (hΦ.hasDerivAt.fun_mul (((hasDerivAt_const (p ⬝ᵥ p) (((n : ℝ) - 1) * V q)).fun_div
      (hasDerivAt_id' (p ⬝ᵥ p)) hK).fun_neg.exp)).differentiableAt
  have key := (isokinetic_divergence V q hp).mul_density
    (r := fun q p => Φ (p ⬝ᵥ p) * isokineticDensity V q p)
    (α := (Φ (p ⬝ᵥ p) * isokineticDensity V q p * (((n : ℝ) - 1) / (p ⬝ᵥ p))) • force V q)
    (β := deriv g (p ⬝ᵥ p) • ((2 : ℝ) • p))
    (fun i => by
      have hq : HasFDerivAt V (fderiv ℝ V q) (update q i (q i)) := by
        rw [update_eq_self]
        exact hV.hasFDerivAt
      have h1 : HasDerivAt (fun s => V (update q i s)) (-force V q i) (q i) :=
        (hq.comp_hasDerivAt (q i) (hasDerivAt_update q i (q i))).congr_deriv
          (by simp [force])
      refine ((((h1.const_mul ((n : ℝ) - 1)).div_const (p ⬝ᵥ p)).fun_neg.exp).const_mul
        (Φ (p ⬝ᵥ p))).congr_deriv ?_
      simp only [update_eq_self, isokineticDensity, Pi.smul_apply, smul_eq_mul]
      ring)
    (fun i => HasDerivAt.comp_of_eq (p i) hg.hasDerivAt (hasDerivAt_normSq p i)
      (by simp only [update_eq_self]))
  -- the momentum gradient drops out, the position gradient cancels the compression
  convert key using 1
  rw [smul_dotProduct, smul_dotProduct, isokinetic_orthogonal, smul_eq_mul, smul_eq_mul]
  ring

/-- The density `r = exp(-(n-1) V / p·p)` satisfies `div(r f) = 0` for the isokinetic field at every
nonzero momentum and every position where `V` is differentiable. -/
theorem isokineticDensity_stationary {V : Vec n → ℝ} {q p : Vec n}
    (hV : DifferentiableAt ℝ V q) (hp : p ≠ 0) :
    HasDivergenceAt (fun q p => isokineticDensity V q p • p)
      (fun q p => isokineticDensity V q p • isokineticForce V q p) q p 0 := by
  simpa only [one_mul] using
    weighted_density_stationary hV hp (Φ := fun _ => 1) (differentiableAt_const _)
```

## Canonical weight on the kinetic shell

The parameter `kT` stands for the thermal energy. The condition $p\cdot p=(n-1)kT$ assigns $kT/2$ of kinetic energy to each of $n-1$ degrees of freedom, one having been removed by the constraint. Since $p\ne0$, the factor $n-1$ is nonzero and cancels.

```lean
/-- On the shell `p·p = (n-1) kT` of nonzero momenta, the isokinetic density equals
`exp(-V/kT)`. -/
theorem isokineticDensity_eq_canonical (V : Vec n → ℝ) (q : Vec n) {p : Vec n} {kT : ℝ}
    (hp : p ≠ 0) (hT : p ⬝ᵥ p = ((n : ℝ) - 1) * kT) :
    isokineticDensity V q p = Real.exp (-(V q / kT)) := by
  have hK : p ⬝ᵥ p ≠ 0 := mt dotProduct_self_eq_zero.mp hp
  rw [hT] at hK
  rw [isokineticDensity, hT, mul_div_mul_left _ _ (left_ne_zero_of_mul hK)]

end

end IsokineticThermostat
```

For molecular dynamics with unit masses and exact continuous-time motion, this identifies the canonical configurational weight $e^{-V/kT}$ on the shell. If the forces on $N$ atoms sum to zero and the total momentum starts at zero, it stays zero. The motion then has $n=3N-3$ independent components, and the shell condition reads $p\cdot p=(3N-4)kT$. Sampling the canonical weight from a single trajectory would also require ergodicity, and a time-stepping algorithm brings its own error.

```lean
#print axioms IsokineticThermostat.normSq_conserved
-- 'IsokineticThermostat.normSq_conserved' depends on axioms: [propext, Classical.choice, Quot.sound]
#print axioms IsokineticThermostat.isokineticDensity_stationary
-- 'IsokineticThermostat.isokineticDensity_stationary' depends on axioms: [propext, Classical.choice, Quot.sound]
#print axioms IsokineticThermostat.isokineticDensity_eq_canonical
-- 'IsokineticThermostat.isokineticDensity_eq_canonical' depends on axioms: [propext, Classical.choice, Quot.sound]
```
